# A classical Morse bond at zero mean force has a self-consistent phonon solution only up to T = 2D/e

When a self-consistent phonon calculation fails to converge, it can be unclear whether the iteration is at fault or there is no solution to find. For one classical Morse bond of depth \(D\), with a Gaussian displacement whose mean is free to adjust until the average force vanishes, the question has an exact answer: at temperature \(T>0\), in energy units, a solution with positive variance exists if and only if \(T\le 2D/e\).

```lean
import Mathlib

open MeasureTheory ProbabilityTheory
open scoped NNReal

namespace MorseSelfConsistentPhonon

noncomputable section

/-- The Morse potential with well depth `D` and inverse length `c`, as a function of the
displacement `x` from its minimum. -/
def morse (D c x : ℝ) : ℝ :=
  D * (Real.exp (-2 * c * x) - 2 * Real.exp (-c * x))

/-- The average of `f` over a Gaussian displacement with mean `m` and variance `s`. -/
def gaussAvg (m : ℝ) (s : ℝ≥0) (f : ℝ → ℝ) : ℝ :=
  ∫ x, f x ∂(gaussianReal m s)

/-- The classical self-consistent phonon conditions at temperature `T` (in energy units), for
variance `s > 0`: the averaged force vanishes, and the averaged force constant is `T / s`. -/
def SelfConsistent (D c T m : ℝ) (s : ℝ≥0) : Prop :=
  gaussAvg m s (deriv (morse D c)) = 0 ∧
    gaussAvg m s (deriv (deriv (morse D c))) = T / s

/-- The derivative of a sum of two exponentials. -/
theorem deriv_exp_pair (a b k l : ℝ) :
    deriv (fun x : ℝ => a * Real.exp (k * x) + b * Real.exp (l * x)) =
      fun x => a * k * Real.exp (k * x) + b * l * Real.exp (l * x) := by
  funext x
  have h : ∀ q : ℝ, HasDerivAt (fun y : ℝ => Real.exp (q * y)) (Real.exp (q * x) * q) x :=
    fun q => ((hasDerivAt_id' x).const_mul q).exp.congr_deriv (by simp only [mul_one])
  refine (((h k).const_mul a).fun_add ((h l).const_mul b)).deriv.trans ?_
  ring

/-- The Gaussian average of a sum of two exponentials. -/
theorem gaussAvg_exp_pair (m : ℝ) (s : ℝ≥0) (a b k l : ℝ) :
    gaussAvg m s (fun x => a * Real.exp (k * x) + b * Real.exp (l * x)) =
      a * Real.exp (m * k + s * k ^ 2 / 2) + b * Real.exp (m * l + s * l ^ 2 / 2) := by
  -- the moment generating function of the Gaussian
  have hm : ∀ q : ℝ, ∫ x, Real.exp (q * x) ∂(gaussianReal m s) =
      Real.exp (m * q + s * q ^ 2 / 2) := fun q =>
    mgf_gaussianReal (p := gaussianReal m s) (X := id) Measure.map_id q
  unfold gaussAvg
  rw [integral_add ((integrable_exp_mul_gaussianReal k).const_mul a)
    ((integrable_exp_mul_gaussianReal l).const_mul b),
    integral_const_mul, integral_const_mul, hm, hm]

/-- For `D, c > 0` the averaged Morse force vanishes exactly when the mean displacement is
`3 c s / 2`. -/
theorem avg_force_eq_zero_iff {D c : ℝ} (hD : 0 < D) (hc : 0 < c) (m : ℝ) (s : ℝ≥0) :
    gaussAvg m s (deriv (morse D c)) = 0 ↔ m = 3 * c * s / 2 := by
  have hV : morse D c = fun x =>
      D * Real.exp (-2 * c * x) + (-2 * D) * Real.exp (-c * x) := by
    funext x
    unfold morse
    ring
  rw [hV, deriv_exp_pair, gaussAvg_exp_pair]
  constructor
  · intro h
    have h0 : 2 * c * D * (Real.exp (m * -c + s * (-c) ^ 2 / 2) -
        Real.exp (m * (-2 * c) + s * (-2 * c) ^ 2 / 2)) = 0 := by
      linear_combination h
    have h1 := (mul_eq_zero.mp h0).resolve_left (by positivity)
    -- the two exponents must agree
    have h2 := Real.exp_injective (sub_eq_zero.mp h1)
    have h3 : c * (m - 3 * c * s / 2) = 0 := by linear_combination h2
    exact sub_eq_zero.mp ((mul_eq_zero.mp h3).resolve_left hc.ne')
  · intro h
    have h1 : m * (-2 * c) + s * (-2 * c) ^ 2 / 2 = m * -c + s * (-c) ^ 2 / 2 := by
      rw [h]
      ring
    rw [h1]
    ring

/-- At mean displacement `3 c s / 2` the averaged force constant is
`2 D c² exp (-c² s)`. -/
theorem avg_stiffness (D c : ℝ) (s : ℝ≥0) :
    gaussAvg (3 * c * s / 2) s (deriv (deriv (morse D c))) =
      2 * D * c ^ 2 * Real.exp (-(c ^ 2 * s)) := by
  have hV : morse D c = fun x =>
      D * Real.exp (-2 * c * x) + (-2 * D) * Real.exp (-c * x) := by
    funext x
    unfold morse
    ring
  rw [hV, deriv_exp_pair, deriv_exp_pair, gaussAvg_exp_pair]
  have h1 : 3 * c * s / 2 * (-2 * c) + s * (-2 * c) ^ 2 / 2 = -(c ^ 2 * s) := by ring
  have h2 : 3 * c * s / 2 * -c + s * (-c) ^ 2 / 2 = -(c ^ 2 * s) := by ring
  rw [h1, h2]
  ring

/-- For `D, c > 0` and variance `s > 0`, the self-consistent phonon conditions hold exactly when
`m = 3 c s / 2` and `T = 2 D c² s exp (-c² s)`. -/
theorem selfConsistent_iff {D c : ℝ} (hD : 0 < D) (hc : 0 < c) (T m : ℝ) {s : ℝ≥0}
    (hs : 0 < s) :
    SelfConsistent D c T m s ↔
      m = 3 * c * s / 2 ∧ T = 2 * D * c ^ 2 * s * Real.exp (-(c ^ 2 * s)) := by
  have hs' : (0 : ℝ) < s := by exact_mod_cast hs
  unfold SelfConsistent
  rw [avg_force_eq_zero_iff hD hc]
  apply and_congr_right
  intro hm
  rw [hm, avg_stiffness, eq_div_iff hs'.ne']
  constructor <;> intro h <;> linear_combination (-1 : ℝ) * h

/-- The function `y exp (-y)` lies strictly below `1 / e` away from `y = 1`. -/
theorem mul_exp_neg_lt {y : ℝ} (hy : y ≠ 1) : y * Real.exp (-y) < Real.exp (-1) := by
  have h : y < Real.exp (y - 1) := by
    have := Real.add_one_lt_exp (sub_ne_zero.mpr hy)
    linarith
  calc y * Real.exp (-y) < Real.exp (y - 1) * Real.exp (-y) :=
        mul_lt_mul_of_pos_right h (Real.exp_pos _)
    _ = Real.exp (-1) := by
        rw [← Real.exp_add]
        congr 1
        ring

/-- Every value `t` strictly between `0` and `1 / e` is taken by `y exp (-y)` at some point between
`0` and `1` and at some point beyond `1`. -/
theorem exists_two_roots {t : ℝ} (ht0 : 0 < t) (ht : t < Real.exp (-1)) :
    (∃ y : ℝ, 0 < y ∧ y < 1 ∧ y * Real.exp (-y) = t) ∧
      ∃ z : ℝ, 1 < z ∧ z * Real.exp (-z) = t := by
  have hf : Continuous (fun y : ℝ => y * Real.exp (-y)) := by fun_prop
  constructor
  · obtain ⟨y, ⟨hy0, hy1⟩, hy⟩ := intermediate_value_Ioo (zero_le_one' ℝ) hf.continuousOn
      (show t ∈ Set.Ioo _ _ from ⟨by simpa using ht0, by simpa using ht⟩)
    exact ⟨y, hy0, hy1, hy⟩
  · -- at `Z = 2 / t` the function has dropped below `t`
    obtain ⟨Z, hZ⟩ : ∃ Z : ℝ, t * Z = 2 := ⟨2 / t, by field_simp⟩
    have he : Real.exp (-1) < 1 := Real.exp_lt_one_iff.mpr (by norm_num)
    have hZ1 : 1 < Z := by
      by_contra h
      have := mul_le_mul_of_nonneg_left (not_lt.mp h) ht0.le
      linarith
    have hlt : Z < t * Real.exp Z := by
      have h1 := mul_le_mul_of_nonneg_left
        (Real.quadratic_le_exp_of_nonneg (by linarith : 0 ≤ Z)) ht0.le
      have h2 : t * Z ^ 2 = 2 * Z := by linear_combination Z * hZ
      linarith
    have hfZ : Z * Real.exp (-Z) < t := by
      rw [Real.exp_neg, ← div_eq_mul_inv, div_lt_iff₀ (Real.exp_pos _)]
      exact hlt
    obtain ⟨z, ⟨hz1, _⟩, hz⟩ := intermediate_value_Ioo' hZ1.le hf.continuousOn
      (show t ∈ Set.Ioo _ _ from ⟨hfZ, by simpa using ht⟩)
    exact ⟨z, hz1, hz⟩

/-- For `D, c > 0` and `0 < T < 2 D / e` there are at least two self-consistent solutions, one with
variance below `1 / c²` and one with variance above it. -/
theorem two_branches {D c T : ℝ} (hD : 0 < D) (hc : 0 < c) (hT0 : 0 < T)
    (hT : T < 2 * D * Real.exp (-1)) :
    ∃ s₁ s₂ : ℝ≥0, 0 < s₁ ∧ c ^ 2 * s₁ < 1 ∧ 1 < c ^ 2 * s₂ ∧
      SelfConsistent D c T (3 * c * s₁ / 2) s₁ ∧
      SelfConsistent D c T (3 * c * s₂ / 2) s₂ := by
  -- a root `y` gives the variance `y / c²`
  have key : ∀ y : ℝ, 0 < y → y * Real.exp (-y) = T / (2 * D) →
      ∃ s : ℝ≥0, c ^ 2 * s = y ∧ 0 < s ∧ SelfConsistent D c T (3 * c * s / 2) s := by
    intro y hy h
    obtain ⟨s, hs⟩ : ∃ s : ℝ≥0, (s : ℝ) = y / c ^ 2 := ⟨⟨y / c ^ 2, by positivity⟩, rfl⟩
    have hcs : c ^ 2 * (s : ℝ) = y := by
      rw [hs]
      field_simp
    have hs' : (0 : ℝ) < s := by
      rw [hs]
      positivity
    have hs0 : 0 < s := by exact_mod_cast hs'
    have hTy : T = 2 * D * (y * Real.exp (-y)) := by
      rw [h]
      field_simp
    refine ⟨s, hcs, hs0, (selfConsistent_iff hD hc _ _ hs0).2 ⟨rfl, ?_⟩⟩
    rw [hTy, ← hcs]
    ring
  have ht : T / (2 * D) < Real.exp (-1) := by
    rw [div_lt_iff₀ (by positivity)]
    linarith
  obtain ⟨⟨y, hy0, hy1, hy⟩, z, hz1, hz⟩ := exists_two_roots (by positivity) ht
  obtain ⟨s₁, h₁, hs₁, hsc₁⟩ := key y hy0 hy
  obtain ⟨s₂, h₂, _, hsc₂⟩ := key z (by linarith) hz
  exact ⟨s₁, s₂, hs₁, by rw [h₁]; exact hy1, by rw [h₂]; exact hz1, hsc₁, hsc₂⟩

/-- For `D, c > 0` and variance `s > 0`, the only self-consistent solution at `T = 2 D / e` has
mean `3 / (2 c)` and variance `1 / c²`. -/
theorem threshold_iff {D c : ℝ} (hD : 0 < D) (hc : 0 < c) (m : ℝ) {s : ℝ≥0} (hs : 0 < s) :
    SelfConsistent D c (2 * D * Real.exp (-1)) m s ↔
      m = 3 / (2 * c) ∧ (s : ℝ) = 1 / c ^ 2 := by
  rw [selfConsistent_iff hD hc _ _ hs]
  constructor
  · rintro ⟨hm, hT⟩
    have hy : c ^ 2 * (s : ℝ) = 1 := by
      by_contra hne
      have := mul_lt_mul_of_pos_left (mul_exp_neg_lt hne) (by positivity : 0 < 2 * D)
      linarith
    have hs1 : (s : ℝ) = 1 / c ^ 2 := by
      rw [eq_div_iff (by positivity)]
      linarith
    refine ⟨?_, hs1⟩
    rw [hm, hs1]
    field_simp
  · rintro ⟨hm, hs1⟩
    have hy : c ^ 2 * (s : ℝ) = 1 := by
      rw [hs1]
      field_simp
    refine ⟨?_, ?_⟩
    · rw [hm, hs1]
      field_simp
    · rw [hy]
      linear_combination (-(2 * D * Real.exp (-1))) * hy

/-- For `D, c, T > 0` the Morse bond has a self-consistent phonon solution with positive variance
exactly when `T ≤ 2 D / e`. -/
theorem exists_selfConsistent_iff {D c T : ℝ} (hD : 0 < D) (hc : 0 < c) (hT0 : 0 < T) :
    (∃ (m : ℝ) (s : ℝ≥0), 0 < s ∧ SelfConsistent D c T m s) ↔
      T ≤ 2 * D * Real.exp (-1) := by
  constructor
  · rintro ⟨m, s, hs, h⟩
    obtain ⟨_, hT⟩ := (selfConsistent_iff hD hc _ _ hs).1 h
    have hle : c ^ 2 * (s : ℝ) * Real.exp (-(c ^ 2 * s)) ≤ Real.exp (-1) := by
      by_cases hy : c ^ 2 * (s : ℝ) = 1
      · rw [hy, one_mul]
      · exact (mul_exp_neg_lt hy).le
    have := mul_le_mul_of_nonneg_left hle (by positivity : 0 ≤ 2 * D)
    linarith
  · intro hT
    rcases hT.eq_or_lt with h | h
    · -- at the threshold the solution is explicit
      have hpos : (0 : ℝ) < 1 / c ^ 2 := by positivity
      have hs : (0 : ℝ≥0) < ⟨1 / c ^ 2, hpos.le⟩ := hpos
      rw [h]
      exact ⟨3 / (2 * c), _, hs, (threshold_iff hD hc _ hs).2 ⟨rfl, rfl⟩⟩
    · obtain ⟨s, _, hs, _, _, hsc, _⟩ := two_branches hD hc hT0 h
      exact ⟨_, s, hs, hsc⟩

end

end MorseSelfConsistentPhonon
```

```lean
#print axioms MorseSelfConsistentPhonon.exists_selfConsistent_iff
```

```
'MorseSelfConsistentPhonon.exists_selfConsistent_iff' depends on axioms: [propext, Classical.choice, Quot.sound]
```

## The bond and its two conditions

The potential `morse D c` is
\[
V(x)=D\left(e^{-2cx}-2e^{-cx}\right),
\]
where \(x\) is the displacement from the minimum and \(c>0\) is an inverse length. The displacement is assumed to be Gaussian with mean \(m\) and variance \(s\). In Lean, `gaussAvg m s f` is the integral of `f` against `gaussianReal m s`, and the type `ℝ≥0` keeps the variance nonnegative. The force condition and the force constant use `deriv` of the potential itself, with no Taylor expansion.

Write \(E[f]\) for this Gaussian average of \(f\). `SelfConsistent D c T m s` states two conditions:
\[
E[V']=0,\qquad E[V'']=\frac{T}{s}.
\]
The first says that the mean force vanishes. The second expresses classical equipartition: a harmonic bond with force constant \(K\) has variance \(T/K\), and here \(K\) is the averaged curvature. Both conditions are taken as the definition of the approximation and are not derived from a free energy.

The theorem `selfConsistent_iff` says that, for \(D,c,s>0\), they are equivalent to
\[
m=\frac{3cs}{2},\qquad T=2Dc^2s\,e^{-c^2s}.
\]
The existence criterion is `exists_selfConsistent_iff`. It assumes \(T>0\) because for \(T\le0\) the inequality \(T\le 2D/e\) holds, while the temperature equation has no solution with \(s>0\).

## From Gaussian averages to one equation

Differentiation gives
\[
V'=2cD\left(e^{-cx}-e^{-2cx}\right),\qquad
V''=2c^2D\left(2e^{-2cx}-e^{-cx}\right).
\]
The lemma `deriv_exp_pair` does this for any sum of two exponentials, and `gaussAvg_exp_pair` averages such a sum with the Gaussian moment generating function
\[
E[e^{qx}]=e^{mq+sq^2/2}.
\]
The averaged force condition becomes
\[
2cD\left(e^{-cm+c^2s/2}-e^{-2cm+2c^2s}\right)=0.
\]
Since \(2cD\neq0\) and the exponential is injective, the exponents agree, so \(cm=3c^2s/2\) and \(m=3cs/2\). This is `avg_force_eq_zero_iff`, where `Real.exp_injective` supplies the comparison of exponents.

At this mean both exponents equal \(-c^2s\). Hence, as `avg_stiffness` states,
\[
E[V'']=2c^2D(2-1)e^{-c^2s}=2Dc^2e^{-c^2s}.
\]
Setting this equal to \(T/s\) and multiplying by \(s\) gives the temperature equation.

## Why solutions stop at 2D/e

With \(y=c^2s\) and \(t=T/(2D)\), the temperature equation is \(ye^{-y}=t\). For \(y\ne1\), the strict inequality \(y<e^{y-1}\), multiplied by \(e^{-y}\), yields \(ye^{-y}<e^{-1}\). This is `mul_exp_neg_lt`. At \(y=1\) there is equality, so every solution has \(T\le2D/e\). At the threshold itself, `threshold_iff` leaves only
\[
s=\frac1{c^2},\qquad m=\frac3{2c}.
\]

Now let \(0<t<1/e\). The continuous function \(ye^{-y}\) rises from \(0\) at \(y=0\) to \(1/e\) at \(y=1\), so it takes the value \(t\) between them. For a root beyond \(1\), put \(Z=2/t\), which exceeds \(1\). From \(e^Z\ge1+Z+Z^2/2\) and \(tZ=2\),
\[
te^Z\ge t+tZ+\frac{tZ^2}{2}=t+2+Z>Z,
\]
so \(Ze^{-Z}<t\), and the value \(t\) is also taken between \(1\) and \(Z\). In `exists_two_roots`, the two crossings come from `intermediate_value_Ioo` and `intermediate_value_Ioo'`.

The theorem `two_branches` converts each root into a variance \(s=y/c^2\). Below the threshold there is therefore at least one solution with \(s<1/c^2\) and at least one with \(s>1/c^2\); the theorem does not count the solutions on each side. Together with the explicit threshold solution, this proves existence for all \(0<T\le2D/e\).

## What the threshold means for a simulation

For this single classical bond with one Gaussian coordinate and zero mean force, no change of starting point or mixing scheme can produce a self-consistent solution above \(2D/e\). If the mean displacement is held fixed instead, the force condition is dropped and this bound does not apply. The threshold belongs to the Gaussian approximation and is not a dissociation temperature: the exact Boltzmann weight \(e^{-V(x)/T}\) tends to \(1\) at large \(x\), so it cannot be normalised at any \(T>0\). The model has no quantum zero-point motion and no coupling to other bonds, and the theorems do not address the stability of either branch.
